# Reconstruction by the transpose of a one-level periodic wavelet transform is equivalent to orthonormal even translates of the filter

The grid is `ZMod (2 * N)` with $N\ge1$ (`NeZero N`): $2N$ points, with index arithmetic modulo $2N$. Filters and signals are real functions on it.

In Lean 4 with Mathlib:

```lean
import Mathlib

open Matrix

namespace PeriodicWaveletReconstruction

noncomputable section

variable {N : ℕ} [NeZero N]

instance evenLength : NeZero (2 * N) := ⟨mul_ne_zero two_ne_zero (NeZero.ne N)⟩
```

Let $|n|\in\{0,\dots,2N-1\}$ represent $n$. The alternating sign is $\chi(n)=(-1)^{|n|}$.

```lean
/-- The alternating sign (-1)^n on a periodic grid with 2N points. -/
def altSign (n : ZMod (2 * N)) : ℝ := (-1) ^ n.val
```

A filter $h$ determines its partner $g_n=\chi(n)h_{1-n}$, which is `mirror h`.

```lean
/-- The high-pass filter g_n = (-1)^n h_(1-n) belonging to the low-pass filter h. -/
def mirror (h : ZMod (2 * N) → ℝ) (n : ZMod (2 * N)) : ℝ := altSign n * h (1 - n)
```

With $\delta_{a,b}$ the Kronecker delta on grid points, $h$ is called orthonormal if $\sum_n h_nh_{n+2k}=\delta_{2k,0}$ for every grid point $k$. Physically, if $\varphi_n$ are orthonormal fine-scale basis functions labelled by the grid points, the $N$ coarse functions $\sum_n h_{n-2k}\varphi_n$ with $0\le k<N$ then have the identity as overlap matrix.

```lean
/-- The filter h has unit norm and is orthogonal to its translate by every nonzero even shift 2k. -/
def IsOrthonormalFilter (h : ZMod (2 * N) → ℝ) : Prop :=
  ∀ k : ZMod (2 * N), ∑ n, h n * h (n + 2 * k) = if 2 * k = 0 then 1 else 0
```

For $0\le k<N$ (`Fin N`), a signal $x$ has coefficients $s_k=\sum_n h_{n-2k}x_n$ and $d_k=\sum_n g_{n-2k}x_n$, written `coeff h x k` and `coeff (mirror h) x k`.

```lean
/-- The N coefficients of a signal x: its overlaps with the translates of f by 2k. -/
def coeff (f x : ZMod (2 * N) → ℝ) (k : Fin N) : ℝ :=
  ∑ n, f (n - 2 * ((k : ℕ) : ZMod (2 * N))) * x n
```

The matrix $W$ has $N$ rows $h_{n-2k}$ followed by $N$ rows $g_{n-2k}$; `Fin N ⊕ Fin N` labels the two blocks. "Low-pass" and "high-pass" are only names here, since no smoothness or frequency condition is imposed.

```lean
/-- The one-level wavelet transform as a matrix: N low-pass rows, then N high-pass rows. -/
def analysisMatrix (h : ZMod (2 * N) → ℝ) : Matrix (Fin N ⊕ Fin N) (ZMod (2 * N)) ℝ :=
  fun i n => Sum.elim (fun k : Fin N => h (n - 2 * ((k : ℕ) : ZMod (2 * N))))
    (fun k : Fin N => mirror h (n - 2 * ((k : ℕ) : ZMod (2 * N)))) i
```

## (a) Signs multiply

Show that
$$\chi(a+b)=\chi(a)\chi(b).$$

**Solution.** For some integer $q\ge0$, $|a|+|b|=|a+b|+2Nq$. Since $(-1)^{2Nq}=1$, the wrap-around does not affect the sign. The code takes $q$ from natural-number division.

```lean
/-- The alternating sign of a sum of grid points is the product of their signs. -/
theorem altSign_add (a b : ZMod (2 * N)) : altSign (a + b) = altSign a * altSign b := by
  have e : (-1 : ℝ) ^ (2 * N * ((a.val + b.val) / (2 * N))) = 1 := by
    rw [mul_assoc, pow_mul]; simp
  unfold altSign
  rw [ZMod.val_add, ← pow_add]
  conv_rhs => rw [← Nat.mod_add_div (a.val + b.val) (2 * N)]
  rw [pow_add, e, mul_one]
```

## (b) Even points have positive sign

Show that
$$\chi(2k)=1.$$

**Solution.** By (a), $\chi(2k)=\chi(k)^2=1$.

```lean
/-- The alternating sign is +1 on even grid points. -/
theorem altSign_two_mul (k : ZMod (2 * N)) : altSign (2 * k) = 1 := by
  rw [two_mul, altSign_add]
  unfold altSign
  rw [← mul_pow]
  simp
```

## (c) A half-integer reflection flips the sign

Show that
$$\chi(1+2j-n)=-\chi(n).$$

**Solution.** As $2N\ge2$, $|1|=1$ and $\chi(1)=-1$. Hence $\chi(1+2j-n)\chi(n)=\chi(1+2j)=-1$. Multiply by $\chi(n)$ and use $\chi(n)^2=1$; `linear_combination` does this last step.

```lean
/-- Reflection of the grid about a half-integer point, n ↦ 1 + 2j - n, flips the sign. -/
theorem altSign_reflect (j n : ZMod (2 * N)) : altSign (1 + 2 * j - n) = -altSign n := by
  have one : altSign (1 : ZMod (2 * N)) = -1 := by
    have hN := Nat.pos_of_ne_zero (NeZero.ne N)
    have hlt : 1 < 2 * N := by omega
    unfold altSign
    rw [ZMod.val_one_eq_one_mod, Nat.mod_eq_of_lt hlt, pow_one]
  have sq : altSign n * altSign n = 1 := by
    rw [← altSign_add, ← two_mul, altSign_two_mul]
  have e := altSign_add (1 + 2 * j - n) n
  rw [sub_add_cancel, altSign_add, one, altSign_two_mul] at e
  linear_combination (-altSign n) * e - altSign (1 + 2 * j - n) * sq
```

## (d) Low-pass overlaps

For orthonormal $h$, show that
$$\sum_n h_{n-2j}h_{n-2k}=\delta_{2j,2k}.$$

**Solution.** Replacing $n$ by $n+2j$ gives $\sum_n h_nh_{n+2(j-k)}=\delta_{2(j-k),0}$. `Equiv.sum_comp` performs the substitution, here and in the next two parts.

```lean
/-- The even translates of an orthonormal low-pass filter are mutually orthonormal. -/
theorem low_low {h : ZMod (2 * N) → ℝ} (hh : IsOrthonormalFilter h) (j k : ZMod (2 * N)) :
    ∑ n, h (n - 2 * j) * h (n - 2 * k) = if 2 * j = 2 * k then 1 else 0 := by
  -- shift the summation index by 2j
  refine (Equiv.sum_comp (Equiv.addRight (2 * j))
    (fun n => h (n - 2 * j) * h (n - 2 * k))).symm.trans ?_
  refine (Finset.sum_congr rfl fun n _ => ?_).trans
    ((hh (j - k)).trans (if_congr (by rw [mul_sub, sub_eq_zero]) rfl rfl))
  show h (n + 2 * j - 2 * j) * h (n + 2 * j - 2 * k) = _
  rw [show n + 2 * j - 2 * j = n by ring, show n + 2 * j - 2 * k = n + 2 * (j - k) by ring]
```

## (e) High-pass overlaps

For orthonormal $h$, show that
$$\sum_n g_{n-2j}g_{n-2k}=\delta_{2j,2k}.$$

**Solution.** Replace $n$ by $1-n$. By (c), $g_{1-n-2j}=\chi(1-2j-n)h_{n+2j}=-\chi(n)h_{n+2j}$. The signs square to one, leaving $\sum_n h_{n+2j}h_{n+2k}$, which (d) evaluates at $-j,-k$.

```lean
/-- The even translates of the associated high-pass filter are mutually orthonormal. -/
theorem high_high {h : ZMod (2 * N) → ℝ} (hh : IsOrthonormalFilter h) (j k : ZMod (2 * N)) :
    ∑ n, mirror h (n - 2 * j) * mirror h (n - 2 * k) = if 2 * j = 2 * k then 1 else 0 := by
  -- the reflection n ↦ 1 - n turns high-pass overlaps into low-pass ones
  refine (Equiv.sum_comp (Equiv.subLeft 1)
    (fun n => mirror h (n - 2 * j) * mirror h (n - 2 * k))).symm.trans ?_
  refine (Finset.sum_congr rfl fun n _ => ?_).trans
    ((low_low hh (-j) (-k)).trans (if_congr (by rw [mul_neg, mul_neg, neg_inj]) rfl rfl))
  have sq : altSign n * altSign n = 1 := by
    rw [← altSign_add, ← two_mul, altSign_two_mul]
  have m (i : ZMod (2 * N)) : mirror h (1 - n - 2 * i) = -altSign n * h (n - 2 * -i) := by
    unfold mirror
    rw [show 1 - n - 2 * i = 1 + 2 * -i - n by ring, altSign_reflect,
      show 1 - (1 + 2 * -i - n) = n - 2 * -i by ring]
  show mirror h (1 - n - 2 * j) * mirror h (1 - n - 2 * k) = _
  rw [m, m]
  linear_combination h (n - 2 * -j) * h (n - 2 * -k) * sq
```

## (f) Mixed overlaps

For any $h$, show that
$$\sum_n h_{n-2j}g_{n-2k}=0.$$

**Solution.** Replace $n$ by $1+2j+2k-n$. The summand becomes
$$h_{1-(n-2k)}\,\chi(1+2j-n)\,h_{n-2j}=-h_{n-2j}\,g_{n-2k},$$
because $\chi(1+2j-n)=-\chi(n)=-\chi(n-2k)$. The sum equals its own negative.

```lean
/-- For any filter h, low-pass and high-pass even translates are orthogonal. -/
theorem low_high (h : ZMod (2 * N) → ℝ) (j k : ZMod (2 * N)) :
    ∑ n, h (n - 2 * j) * mirror h (n - 2 * k) = 0 := by
  -- a reflection maps the overlap to its own negative
  have e : ∑ n, h (n - 2 * j) * mirror h (n - 2 * k)
      = -∑ n, h (n - 2 * j) * mirror h (n - 2 * k) := by
    rw [← Finset.sum_neg_distrib]
    refine (Equiv.sum_comp (Equiv.subLeft (1 + 2 * j + 2 * k))
      (fun n => h (n - 2 * j) * mirror h (n - 2 * k))).symm.trans
      (Finset.sum_congr rfl fun n _ => ?_)
    show h (1 + 2 * j + 2 * k - n - 2 * j) * (altSign (1 + 2 * j + 2 * k - n - 2 * k) *
      h (1 - (1 + 2 * j + 2 * k - n - 2 * k))) =
      -(h (n - 2 * j) * (altSign (n - 2 * k) * h (1 - (n - 2 * k))))
    rw [show 1 + 2 * j + 2 * k - n - 2 * j = 1 - (n - 2 * k) by ring,
      show 1 + 2 * j + 2 * k - n - 2 * k = 1 + 2 * (j - k) - (n - 2 * k) by ring,
      show 1 - (1 + 2 * (j - k) - (n - 2 * k)) = n - 2 * j by ring, altSign_reflect]
    ring
  linarith
```

## (g) Orthonormal rows

Show that
$$h\text{ is orthonormal}\iff WW^{\mathsf T}=1.$$

**Solution.** The shifts $2k$ with $0\le k<N$ are distinct (`inj`), so (d), (e) and (f) give the blocks of the identity. Conversely, given a grid point $k$, choose $0\le b<N$ with $2b=-2k$ on the grid. The low-pass entry $(b,0)$ of $WW^{\mathsf T}=1$ reads $\sum_n h_{n+2k}h_n=\delta_{2k,0}$.

```lean
/-- The rows of the wavelet transform are orthonormal exactly when the filter h is. -/
theorem analysisMatrix_orthonormal_iff (h : ZMod (2 * N) → ℝ) :
    IsOrthonormalFilter h ↔ analysisMatrix h * (analysisMatrix h)ᵀ = 1 := by
  -- the N even shifts are distinct
  have inj (a b : Fin N) :
      2 * ((a : ℕ) : ZMod (2 * N)) = 2 * ((b : ℕ) : ZMod (2 * N)) ↔ a = b := by
    refine ⟨fun e => ?_, fun e => by rw [e]⟩
    have ha : 2 * (a : ℕ) < 2 * N := by have := a.isLt; omega
    have hb : 2 * (b : ℕ) < 2 * N := by have := b.isLt; omega
    have e' : ((2 * (a : ℕ) : ℕ) : ZMod (2 * N)) = ((2 * (b : ℕ) : ℕ) : ZMod (2 * N)) := by
      push_cast; exact e
    rw [ZMod.natCast_eq_natCast_iff', Nat.mod_eq_of_lt ha, Nat.mod_eq_of_lt hb] at e'
    exact Fin.ext (by omega)
  constructor
  · intro hh
    ext i j
    rw [Matrix.mul_apply, Matrix.one_apply]
    rcases i with a | a <;> rcases j with b | b
    · exact (low_low hh _ _).trans
        (if_congr ((inj a b).trans Sum.inl_injective.eq_iff.symm) rfl rfl)
    · exact (low_high h _ _).trans (if_neg (by simp)).symm
    · exact (Finset.sum_congr rfl fun n _ => mul_comm _ _).trans
        ((low_high h _ _).trans (if_neg (by simp)).symm)
    · exact (high_high hh _ _).trans
        (if_congr ((inj a b).trans Sum.inr_injective.eq_iff.symm) rfl rfl)
  · intro hW k
    have hN : 0 < N := Nat.pos_of_ne_zero (NeZero.ne N)
    -- every even shift is one of the N shifts used by the transform
    obtain ⟨b, hb⟩ : ∃ b : Fin N, 2 * ((b : ℕ) : ZMod (2 * N)) = 2 * -k := by
      refine ⟨⟨(-k).val % N, Nat.mod_lt _ hN⟩, ?_⟩
      have e : ((2 * N : ℕ) : ZMod (2 * N)) = 0 := ZMod.natCast_self _
      have d : (((-k).val % N + N * ((-k).val / N) : ℕ) : ZMod (2 * N)) = -k := by
        rw [Nat.mod_add_div, ZMod.natCast_zmod_val]
      rw [Nat.cast_mul, Nat.cast_ofNat] at e
      rw [Nat.cast_add, Nat.cast_mul] at d
      linear_combination 2 * d - (((-k).val / N : ℕ) : ZMod (2 * N)) * e
    have t := congrFun (congrFun hW (Sum.inl b)) (Sum.inl ⟨0, hN⟩)
    rw [Matrix.mul_apply, Matrix.one_apply] at t
    refine (Finset.sum_congr rfl fun n _ => ?_).trans (t.trans (if_congr ?_ rfl rfl))
    · show h n * h (n + 2 * k) =
        h (n - 2 * ((b : ℕ) : ZMod (2 * N))) * h (n - 2 * ((0 : ℕ) : ZMod (2 * N)))
      rw [hb, Nat.cast_zero, mul_zero, sub_zero, show n - 2 * -k = n + 2 * k by ring]
      exact mul_comm _ _
    · refine Sum.inl_injective.eq_iff.trans ((inj b ⟨0, hN⟩).symm.trans ?_)
      show 2 * ((b : ℕ) : ZMod (2 * N)) = 2 * ((0 : ℕ) : ZMod (2 * N)) ↔ _
      rw [hb, Nat.cast_zero, mul_zero, mul_neg, neg_eq_zero]
```

## (h) Reconstruction

Show that $h$ is orthonormal if and only if, for every $x$ and $n$,
$$x_n=\sum_{k=0}^{N-1}\left(h_{n-2k}s_k+g_{n-2k}d_k\right).$$

**Solution.** The right side is $(W^{\mathsf T}Wx)_n$ (`syn`). $W$ is square, so $WW^{\mathsf T}=1$ is equivalent to $W^{\mathsf T}W=1$, which gives the formula. Conversely, inserting a unit impulse at $j$ (`Pi.single j 1`) shows that column $j$ of $W^{\mathsf T}W$ is that impulse.

For $N=1$ the condition is just $h_0^2+h_1^2=1$, with $g_0=h_1$ and $g_1=-h_0$. Then $h_0s_0+h_1d_0=(h_0^2+h_1^2)x_0=x_0$, and similarly for $x_1$.

For orthonormal wavelet bases in electronic structure, this covers lossless passage between fine and coarse-plus-detail coefficients, for one level on a finite, periodic, one-dimensional grid.

```lean
/-- Summing the even translates of h and mirror h, weighted by the coefficients of x, returns x for
every periodic signal x if and only if h is an orthonormal filter. -/
theorem perfect_reconstruction_iff (h : ZMod (2 * N) → ℝ) :
    IsOrthonormalFilter h ↔ ∀ (x : ZMod (2 * N) → ℝ) (n : ZMod (2 * N)),
      x n = ∑ k : Fin N, (h (n - 2 * ((k : ℕ) : ZMod (2 * N))) * coeff h x k
        + mirror h (n - 2 * ((k : ℕ) : ZMod (2 * N))) * coeff (mirror h) x k) := by
  -- synthesis after analysis is the matrix Wᵀ W
  have syn (x : ZMod (2 * N) → ℝ) (n : ZMod (2 * N)) :
      ∑ k : Fin N, (h (n - 2 * ((k : ℕ) : ZMod (2 * N))) * coeff h x k
        + mirror h (n - 2 * ((k : ℕ) : ZMod (2 * N))) * coeff (mirror h) x k)
      = (((analysisMatrix h)ᵀ * analysisMatrix h) *ᵥ x) n := by
    rw [← Matrix.mulVec_mulVec, Finset.sum_add_distrib]
    exact (Fintype.sum_sum_type (fun i : Fin N ⊕ Fin N =>
      (analysisMatrix h)ᵀ n i * (analysisMatrix h *ᵥ x) i)).symm
  have card : Fintype.card (Fin N ⊕ Fin N) = Fintype.card (ZMod (2 * N)) := by
    rw [Fintype.card_sum, Fintype.card_fin, ZMod.card, two_mul]
  -- W has as many rows as columns, so a right inverse is a left inverse
  rw [analysisMatrix_orthonormal_iff,
    Matrix.mul_eq_one_comm_of_equiv (Fintype.equivOfCardEq card)]
  constructor
  · intro hW x n
    rw [syn, hW, Matrix.one_mulVec]
  · intro hx
    ext i j
    have e := hx (Pi.single j 1) i
    rw [syn, Matrix.mulVec_single_one] at e
    exact e.symm.trans (by simp [Matrix.one_apply, Pi.single_apply])
```

## (i) Energy

For orthonormal $h$, show that
$$\sum_n x_n^2=\sum_{k=0}^{N-1}(s_k^2+d_k^2).$$

**Solution.** Insert (h) for one factor of $x_n^2$ and exchange the sums (`Finset.sum_comm`). The inner sums over $n$ are $s_k$ and $d_k$ again. "Energy" is the signal-processing word for a sum of squares, not a physical energy: if $x_n$ are the coefficients of a real function in the orthonormal basis $\varphi_n$, it is the squared norm of that function.

```lean
/-- For an orthonormal filter the energy of a signal is the sum of the energies of its
low-pass and high-pass coefficients. -/
theorem energy_conservation {h : ZMod (2 * N) → ℝ} (hh : IsOrthonormalFilter h)
    (x : ZMod (2 * N) → ℝ) :
    ∑ n, x n ^ 2 = ∑ k : Fin N, (coeff h x k ^ 2 + coeff (mirror h) x k ^ 2) := by
  calc ∑ n, x n ^ 2
      = ∑ n, ∑ k : Fin N, (h (n - 2 * ((k : ℕ) : ZMod (2 * N))) * x n * coeff h x k
        + mirror h (n - 2 * ((k : ℕ) : ZMod (2 * N))) * x n * coeff (mirror h) x k) := by
        refine Finset.sum_congr rfl fun n _ => ?_
        -- insert the reconstruction formula for one of the two factors
        refine (sq (x n)).trans ((congrArg (fun y => x n * y)
          ((perfect_reconstruction_iff h).mp hh x n)).trans ?_)
        refine (Finset.mul_sum _ _ _).trans (Finset.sum_congr rfl fun k _ => ?_)
        ring
    _ = _ := by
        rw [Finset.sum_comm]
        refine Finset.sum_congr rfl fun k _ => ?_
        rw [Finset.sum_add_distrib, ← Finset.sum_mul, ← Finset.sum_mul, sq, sq]
        rfl
```

## (j) The Haar filter

Let $h_0=h_1=c$ with $c=\sqrt{1/2}$, and $h_n=0$ elsewhere.

```lean
/-- The Haar filter: weight √(1/2) on the grid points 0 and 1, zero elsewhere. -/
def haar (n : ZMod (2 * N)) : ℝ :=
  (if n = 0 then √(1 / 2) else 0) + (if n = 1 then √(1 / 2) else 0)
```

Show that, for every $N\ge1$,
$$\sum_n h_nh_{n+2k}=\delta_{2k,0}.$$

**Solution.** The sum is $c\,h_{2k}+c\,h_{1+2k}$. If $2k=0$, it is $2c^2=1$. Otherwise $2k$ is neither $0$ nor $1$, and $1+2k$ is neither $1$ nor $0$, since the signs in (b) and (c) separate even points from odd ones. Both terms vanish.

```lean
/-- The Haar filter is orthonormal to its even translates on every grid of 2N points. -/
theorem haar_witness : IsOrthonormalFilter (haar : ZMod (2 * N) → ℝ) := by
  intro k
  -- 1 is not an even grid point
  have odd (m : ZMod (2 * N)) : 2 * m ≠ 1 := by
    intro e
    have h1 := altSign_two_mul m
    have h0 := altSign_two_mul (0 : ZMod (2 * N))
    have hr := altSign_reflect (0 : ZMod (2 * N)) 0
    rw [mul_zero] at h0
    rw [mul_zero, add_zero, sub_zero, h0, ← e, h1] at hr
    norm_num at hr
  have h01 : (0 : ZMod (2 * N)) ≠ 1 := fun e => odd 0 (by rw [mul_zero]; exact e)
  have h2 : 1 + 2 * k ≠ 0 := fun e => odd (-k) (by linear_combination -e)
  have key (f : ZMod (2 * N) → ℝ) :
      ∑ n, haar n * f n = √(1 / 2) * f 0 + √(1 / 2) * f 1 := by
    simp only [haar, add_mul, ite_mul, zero_mul, Finset.sum_add_distrib,
      Finset.sum_ite_eq', Finset.mem_univ, if_true]
  have hc : √(1 / 2 : ℝ) * √(1 / 2) = 1 / 2 := Real.mul_self_sqrt (by norm_num)
  refine (key fun n => haar (n + 2 * k)).trans ?_
  simp only [haar]
  generalize √(1 / 2 : ℝ) = c at hc ⊢
  by_cases e : 2 * k = 0
  · simp only [e, add_zero, if_true, if_neg h01, if_neg h01.symm, zero_add]
    linear_combination 2 * hc
  · have h3 : 1 + 2 * k ≠ 1 := fun q => e (by linear_combination q)
    simp only [zero_add, if_neg e, if_neg (odd k), if_neg h2, if_neg h3, add_zero, mul_zero]

end

end PeriodicWaveletReconstruction
```

```lean
#print axioms PeriodicWaveletReconstruction.perfect_reconstruction_iff
#print axioms PeriodicWaveletReconstruction.energy_conservation
```

```
'PeriodicWaveletReconstruction.perfect_reconstruction_iff' depends on axioms: [propext, Classical.choice, Quot.sound]
'PeriodicWaveletReconstruction.energy_conservation' depends on axioms: [propext, Classical.choice, Quot.sound]
```
